# A restoring force lagged by one step gives linear Verlet dynamics an exponentially growing trajectory

The electrons enter this model only through two force coefficients, $a$ and $b$. A nuclear coordinate $x(n)$ of unit mass moves with time step $h$, and the force at step $n+1$ is $-(a\,x(n+1)+b\,x(n))$. The coefficient $a$ is the part of the force constant that follows the current position. The coefficient $b$ is the part still set by the previous one, as when a self-consistent field (SCF) calculation has not caught up with the nuclei. Verlet's rule then reads

$$x(n+2)=2x(n+1)-x(n)-h^2\bigl(a\,x(n+1)+b\,x(n)\bigr).$$

With $t=2-h^2a$ and $q=1+h^2b$ this is $x(n+2)=t\,x(n+1)-q\,x(n)$. For $b>0$ and $h\neq0$, some real trajectory grows exponentially, whatever the value of $a$. In the example at the end, an electronic response that falls short gives $b\le0$, and one that overshoots gives $b>0$. For *ab initio* molecular dynamics the result thus identifies one mechanism of instability, in a model with one linear coordinate and one step of memory.

In Lean 4 with Mathlib:

```lean
import Mathlib

namespace LaggedSCF

noncomputable section
```

`IsLagged h a b x` says that the real sequence `x` obeys the rule at every step. `trajectory` constructs the solution from two starting positions, which take the place of a position and a velocity.

```lean
/-- Verlet dynamics of one coordinate with time step `h`, where the force
`-(a x(n+1) + b x(n))` contains a part `b` lagging one step behind. -/
def IsLagged (h a b : ℝ) (x : ℕ → ℝ) : Prop :=
  ∀ n, x (n + 2) = 2 * x (n + 1) - x n - h ^ 2 * (a * x (n + 1) + b * x n)

/-- The trajectory of the lagged dynamics started from the positions `x₀` and `x₁`. -/
def trajectory (h a b x₀ x₁ : ℝ) : ℕ → ℝ
  | 0 => x₀
  | 1 => x₁
  | n + 2 => 2 * trajectory h a b x₀ x₁ (n + 1) - trajectory h a b x₀ x₁ n
      - h ^ 2 * (a * trajectory h a b x₀ x₁ (n + 1) + b * trajectory h a b x₀ x₁ n)
```

## The same linear rule for both trajectories

The hypotheses `hx` and `hy` say that two trajectories share the same $h$, $a$ and $b$. Physically, the force is linear in the positions and the electronic response is constant in time. Their discrete Wronskian,

$$W(n)=x(n)y(n+1)-x(n+1)y(n),$$

is the signed area that they span in the plane of successive positions.

```lean
/-- The discrete Wronskian of two trajectories at step `n`: the signed area they span in the plane
of successive positions. -/
def wronskian (x y : ℕ → ℝ) (n : ℕ) : ℝ := x n * y (n + 1) - x (n + 1) * y n
```

A second quantity, for a single trajectory, is

$$E(n)=x(n+1)^2-t\,x(n+1)x(n)+q\,x(n)^2.$$

The code calls it `shadowEnergy`, although it has the units of a squared length.

```lean
/-- A quadratic form in two successive positions of the lagged dynamics. -/
def shadowEnergy (h a b : ℝ) (x : ℕ → ℝ) (n : ℕ) : ℝ :=
  x (n + 1) ^ 2 - (2 - h ^ 2 * a) * x (n + 1) * x n + (1 + h ^ 2 * b) * x n ^ 2
```

Growth is measured against an envelope: `BoundedByRate r x` means that $|x(n)|\le C r^n$ for some constant $C$ and all $n$.

```lean
/-- The amplitude stays within a constant multiple of `r ^ n`. -/
def BoundedByRate (r : ℝ) (x : ℕ → ℝ) : Prop := ∃ C : ℝ, ∀ n, |x n| ≤ C * r ^ n
```

By hand, the rule is substituted for both second-step positions:

$$\begin{aligned}
W(n+1)&=x(n+1)\bigl(t\,y(n+1)-q\,y(n)\bigr)-\bigl(t\,x(n+1)-q\,x(n)\bigr)y(n+1)\\
&=q\,W(n).
\end{aligned}$$

The terms in $t$ cancel because both trajectories have the same $a$; with different values they would generally survive. Induction gives $W(n)=q^nW(0)$. In the proof, `rw [hx n, hy n]` makes the substitution and `ring` performs the cancellation.

```lean
/-- The Wronskian of two trajectories after `n` steps is `(1 + h² b) ^ n` times its
initial value. -/
theorem wronskian_eq {h a b : ℝ} {x y : ℕ → ℝ} (hx : IsLagged h a b x)
    (hy : IsLagged h a b y) (n : ℕ) :
    wronskian x y n = (1 + h ^ 2 * b) ^ n * wronskian x y 0 := by
  induction n with
  | zero => simp
  | succ n ih =>
    -- one step multiplies the area by `1 + h² b`
    have step : wronskian x y (n + 1) = (1 + h ^ 2 * b) * wronskian x y n := by
      change x (n + 1) * y (n + 2) - x (n + 2) * y (n + 1) =
        (1 + h ^ 2 * b) * (x n * y (n + 1) - x (n + 1) * y n)
      rw [hx n, hy n]
      ring
    rw [step, ih]
    ring
```

The quadratic form obeys the same law. Since $x(n+2)-t\,x(n+1)=-q\,x(n)$,

$$\begin{aligned}
E(n+1)&=x(n+2)\bigl(x(n+2)-t\,x(n+1)\bigr)+q\,x(n+1)^2\\
&=-q\,x(n)\bigl(t\,x(n+1)-q\,x(n)\bigr)+q\,x(n+1)^2=q\,E(n).
\end{aligned}$$

```lean
/-- The quadratic form `shadowEnergy` after `n` steps is `(1 + h² b) ^ n` times its
initial value. -/
theorem shadowEnergy_eq {h a b : ℝ} {x : ℕ → ℝ} (hx : IsLagged h a b x) (n : ℕ) :
    shadowEnergy h a b x n = (1 + h ^ 2 * b) ^ n * shadowEnergy h a b x 0 := by
  induction n with
  | zero => simp
  | succ n ih =>
    have step : shadowEnergy h a b x (n + 1) =
        (1 + h ^ 2 * b) * shadowEnergy h a b x n := by
      change x (n + 2) ^ 2 - (2 - h ^ 2 * a) * x (n + 2) * x (n + 1)
          + (1 + h ^ 2 * b) * x (n + 1) ^ 2 =
        (1 + h ^ 2 * b) * (x (n + 1) ^ 2 - (2 - h ^ 2 * a) * x (n + 1) * x n
          + (1 + h ^ 2 * b) * x n ^ 2)
      rw [hx n]
      ring
    rw [step, ih]
    ring
```

## Independent trajectories and an envelope that is too slow

The next result assumes $W(0)\neq0$, $r>0$ and $r^2<q$. The first condition says that the two starting states are not proportional. The other two describe an envelope $r^n$ whose square becomes negligible compared with the area as $n$ increases.

Suppose that $|x(n)|\le Cr^n$ and $|y(n)|\le Dr^n$ for all $n$. Each product in $W(n)$ is at most $CD\,r^{2n+1}$ in magnitude, so

$$q^n|W(0)|=|W(n)|\le 2CDr\,(r^2)^n.$$

This fails for some $n$, because $(q/r^2)^n$ is unbounded. The lemma `geometric_excess` supplies that $n$, with $s=r^2$ and $K=|W(0)|$.

```lean
/-- For some `n`, a given positive multiple of `q ^ n` exceeds a given multiple of `s ^ n` when `0 <
s < q`. -/
theorem geometric_excess {q s K : ℝ} (M : ℝ) (hs : 0 < s) (hsq : s < q) (hK : 0 < K) :
    ∃ n : ℕ, M * s ^ n < q ^ n * K := by
  obtain ⟨n, hn⟩ := pow_unbounded_of_one_lt (M / K) ((one_lt_div hs).2 hsq)
  rw [div_pow, div_lt_div_iff₀ hK (pow_pos hs n)] at hn
  exact ⟨n, hn⟩
```

In the next proof, `h1` and `h2` bound the two products, `h3` bounds the area, and `wronskian_eq` brings in the factor $q^n$.

```lean
/-- If `r > 0` and `r² < 1 + h² b`, two trajectories with nonzero Wronskian cannot both stay within
constant multiples of `r ^ n`. -/
theorem not_both_boundedByRate {h a b r : ℝ} {x y : ℕ → ℝ} (hx : IsLagged h a b x)
    (hy : IsLagged h a b y) (hW : wronskian x y 0 ≠ 0) (hr : 0 < r)
    (hrq : r ^ 2 < 1 + h ^ 2 * b) : ¬ (BoundedByRate r x ∧ BoundedByRate r y) := by
  rintro ⟨⟨C, hC⟩, ⟨D, hD⟩⟩
  have hr2 : 0 < r ^ 2 := pow_pos hr 2
  obtain ⟨n, hn⟩ := geometric_excess (2 * C * D * r) hr2 hrq (abs_pos.2 hW)
  have h1 : |x n * y (n + 1)| ≤ (C * r ^ n) * (D * r ^ (n + 1)) := by
    rw [abs_mul]
    exact mul_le_mul (hC n) (hD (n + 1)) (abs_nonneg _) ((abs_nonneg _).trans (hC n))
  have h2 : |x (n + 1) * y n| ≤ (C * r ^ (n + 1)) * (D * r ^ n) := by
    rw [abs_mul]
    exact mul_le_mul (hC (n + 1)) (hD n) (abs_nonneg _)
      ((abs_nonneg _).trans (hC (n + 1)))
  -- the amplitude bounds limit the area
  have h3 : |wronskian x y n| ≤
      (C * r ^ n) * (D * r ^ (n + 1)) + (C * r ^ (n + 1)) * (D * r ^ n) := by
    unfold wronskian
    obtain ⟨l1, u1⟩ := abs_le.1 h1
    obtain ⟨l2, u2⟩ := abs_le.1 h2
    exact abs_le.2 ⟨by linarith, by linarith⟩
  have h4 : (C * r ^ n) * (D * r ^ (n + 1)) + (C * r ^ (n + 1)) * (D * r ^ n) =
      2 * C * D * r * (r ^ 2) ^ n := by ring
  rw [wronskian_eq hx hy n, abs_mul, abs_of_pos (pow_pos (hr2.trans hrq) n), h4] at h3
  exact absurd hn (not_lt_of_ge h3)
```

Without $W(0)\ne0$ the conclusion fails: two copies of the zero trajectory satisfy every bound. Even a nonzero trajectory can decay when $q>1$. For $h=1$, $a=-5/2$, $b=1$ the rule is $x(n+2)=\tfrac92x(n+1)-2x(n)$, and $x(n)=2^{-n}$ solves it. The total force constant $a+b=-\tfrac32$ is negative here, as at the top of an energy barrier. The growth theorem therefore speaks of some trajectory, not of every one.

## A positive lagged coefficient and a nonzero time step

The condition `hb`, $b>0$, says that the outdated part of the force is restoring. Its physical effect shows when the force is rewritten as

$$-(a+b)\,x(n+1)+b\,\bigl(x(n+1)-x(n)\bigr).$$

The second term points along the last displacement, so it acts as negative friction. The condition `hh`, $h\neq0$, says that a step of time really passes. Together they give $q>1$, which is the only use made of them.

By hand, choose $r=\sqrt{1+h^2b/2}$, so that $r>1$ and $r^2<q$. The trajectories started from $(1,0)$ and $(0,1)$ have $W(0)=1$, so at least one of them, say $z$, escapes every envelope $Cr^n$. Ordinary unboundedness follows: for any $C$ there is an $n$ with $|z(n)|>|C|r^n\ge C$.

The theorem states both properties for the same trajectory. For every $C$, some step has $|x(n)|>C$, and for one fixed $r>1$ and every $C$, some step has $|x(n)|>Cr^n$. In the proof, `finish` turns the failure of an envelope into these two statements, and `by_cases` selects the trajectory that grows.

```lean
/-- For `b > 0` and any nonzero time step there is an unbounded real trajectory, and it
exceeds every constant multiple of `r ^ n` for some `r > 1`. -/
theorem exists_unbounded_trajectory {h b : ℝ} (a : ℝ) (hh : h ≠ 0) (hb : 0 < b) :
    ∃ x : ℕ → ℝ, IsLagged h a b x ∧ (∀ C : ℝ, ∃ n, C < |x n|) ∧
      ∃ r : ℝ, 1 < r ∧ ∀ C : ℝ, ∃ n, C * r ^ n < |x n| := by
  have he : 0 < h ^ 2 * b := by positivity
  -- a rate strictly between 1 and the square root of `1 + h² b`
  obtain ⟨r, hr1, hrq⟩ : ∃ r : ℝ, 1 < r ∧ r ^ 2 < 1 + h ^ 2 * b := by
    have hs : Real.sqrt (1 + h ^ 2 * b / 2) ^ 2 = 1 + h ^ 2 * b / 2 :=
      Real.sq_sqrt (by linarith)
    refine ⟨Real.sqrt (1 + h ^ 2 * b / 2), ?_, by linarith⟩
    nlinarith [Real.sqrt_nonneg (1 + h ^ 2 * b / 2)]
  have finish : ∀ z : ℕ → ℝ, IsLagged h a b z → ¬ BoundedByRate r z →
      ∃ x : ℕ → ℝ, IsLagged h a b x ∧ (∀ C : ℝ, ∃ n, C < |x n|) ∧
        ∃ r : ℝ, 1 < r ∧ ∀ C : ℝ, ∃ n, C * r ^ n < |x n| := by
    intro z hz hnot
    have grow : ∀ C : ℝ, ∃ n, C * r ^ n < |z n| := by
      intro C
      by_contra hc
      exact hnot ⟨C, fun n => not_lt.1 fun hn => hc ⟨n, hn⟩⟩
    refine ⟨z, hz, fun C => ?_, r, hr1, grow⟩
    obtain ⟨n, hn⟩ := grow |C|
    have h1 : 1 ≤ r ^ n := one_le_pow₀ hr1.le
    exact ⟨n, by nlinarith [le_abs_self C, abs_nonneg C]⟩
  -- the trajectories started from (1, 0) and (0, 1) span a unit area
  have hx : IsLagged h a b (trajectory h a b 1 0) := fun _ => rfl
  have hy : IsLagged h a b (trajectory h a b 0 1) := fun _ => rfl
  have hW : wronskian (trajectory h a b 1 0) (trajectory h a b 0 1) 0 ≠ 0 := by
    simp [wronskian, trajectory]
  by_cases hbx : BoundedByRate r (trajectory h a b 1 0)
  · exact finish _ hy fun hby =>
      not_both_boundedByRate hx hy hW (by linarith) hrq ⟨hbx, hby⟩
  · exact finish _ hx hbx
```

At $h=0$ no time passes, and the rule reduces formally to that of a free particle, $x(n+2)=2x(n+1)-x(n)$. The trajectory $x(n)=n$ is still unbounded, but every solution is linear in $n$ and the exponential rate is lost. At $b=0$ the area is conserved, and growth then depends on $a$ and $h$.

## Oscillation and a nonzero start

The condition `hosc`, $t^2<4q$, says that $\lambda^2-t\lambda+q$ has a pair of non-real roots, so the coordinate oscillates with an amplitude proportional to $q^{n/2}$. The condition `h0` excludes a particle that rests at the origin forever. Under these two conditions, a trajectory stays within a multiple of $r^n$ exactly when $q\le r^2$, for any $r>0$.

Set $d=q-t^2/4$, which is positive by `hosc`. Completing the square gives

$$E(n)=\bigl(x(n+1)-\tfrac t2x(n)\bigr)^2+d\,x(n)^2.$$

Hence $E(0)>0$: if $x(0)\ne0$ the last term is positive, and if $x(0)=0$ then $E(0)=x(1)^2>0$.

Suppose first that $q\le r^2$. Then

$$d\,x(n)^2\le E(n)=q^nE(0)\le r^{2n}E(0),$$

so $|x(n)|\le\sqrt{E(0)/d}\;r^n$.

Conversely, suppose that $|x(n)|\le Cr^n$ for all $n$. The difference

$$2x(n+1)^2+2q\,x(n)^2-E(n)=\bigl(x(n+1)+\tfrac t2x(n)\bigr)^2+d\,x(n)^2$$

is nonnegative, so $q^nE(0)=E(n)\le(2C^2r^2+2qC^2)\,r^{2n}$. If $r^2<q$, this fails for some $n$.

The proof follows the same route. `hsq` completes the square and `hpos` shows that $E(0)>0$. The bound `b2` serves the direction from envelope to rate, and `c1` and `c2` serve the other.

```lean
/-- When `(2 - h² a)² < 4 (1 + h² b)`, a nonzero trajectory stays within a constant multiple of `r ^
n`, for a given `r > 0`, exactly when `1 + h² b ≤ r²`. -/
theorem boundedByRate_iff {h a b r : ℝ} {x : ℕ → ℝ} (hx : IsLagged h a b x)
    (hosc : (2 - h ^ 2 * a) ^ 2 < 4 * (1 + h ^ 2 * b)) (h0 : x 0 ≠ 0 ∨ x 1 ≠ 0)
    (hr : 0 < r) : BoundedByRate r x ↔ 1 + h ^ 2 * b ≤ r ^ 2 := by
  have hE := shadowEnergy_eq hx
  have hq : 0 < 1 + h ^ 2 * b := by nlinarith [sq_nonneg (2 - h ^ 2 * a)]
  have hd : 0 < (1 + h ^ 2 * b) - (2 - h ^ 2 * a) ^ 2 / 4 := by linarith
  -- completing the square
  have hsq : ∀ n, shadowEnergy h a b x n = (x (n + 1) - (2 - h ^ 2 * a) / 2 * x n) ^ 2
      + ((1 + h ^ 2 * b) - (2 - h ^ 2 * a) ^ 2 / 4) * x n ^ 2 := by
    intro n
    unfold shadowEnergy
    ring
  have hpos : 0 < shadowEnergy h a b x 0 := by
    by_cases hz : x 0 = 0
    · have h1 : x 1 ≠ 0 := h0.resolve_left (not_not.2 hz)
      have h2 : shadowEnergy h a b x 0 = x 1 ^ 2 := by simp [shadowEnergy, hz]
      rw [h2]
      positivity
    · rw [hsq 0]
      exact add_pos_of_nonneg_of_pos (sq_nonneg _) (mul_pos hd (by positivity))
  constructor
  · rintro ⟨C, hC⟩
    by_contra hlt
    obtain ⟨n, hn⟩ := geometric_excess (2 * C ^ 2 * r ^ 2 + 2 * (1 + h ^ 2 * b) * C ^ 2)
      (pow_pos hr 2) (not_le.1 hlt) hpos
    have b0 : x n ^ 2 ≤ (C * r ^ n) ^ 2 :=
      sq_le_sq' (abs_le.1 (hC n)).1 (abs_le.1 (hC n)).2
    have b1 : x (n + 1) ^ 2 ≤ (C * r ^ (n + 1)) ^ 2 :=
      sq_le_sq' (abs_le.1 (hC (n + 1))).1 (abs_le.1 (hC (n + 1))).2
    have b2 : shadowEnergy h a b x n ≤
        2 * x (n + 1) ^ 2 + 2 * (1 + h ^ 2 * b) * x n ^ 2 := by
      unfold shadowEnergy
      nlinarith [sq_nonneg (x (n + 1) + (2 - h ^ 2 * a) / 2 * x n),
        mul_nonneg hd.le (sq_nonneg (x n))]
    have b3 := mul_le_mul_of_nonneg_left b0 hq.le
    have b4 : 2 * (C * r ^ (n + 1)) ^ 2 + 2 * ((1 + h ^ 2 * b) * (C * r ^ n) ^ 2) =
        (2 * C ^ 2 * r ^ 2 + 2 * (1 + h ^ 2 * b) * C ^ 2) * (r ^ 2) ^ n := by ring
    rw [← hE n, ← b4] at hn
    linarith
  · intro hle
    set d := (1 + h ^ 2 * b) - (2 - h ^ 2 * a) ^ 2 / 4 with hddef
    refine ⟨Real.sqrt (shadowEnergy h a b x 0 / d), fun n => ?_⟩
    apply abs_le_of_sq_le_sq _ (by positivity)
    have c1 : d * x n ^ 2 ≤ shadowEnergy h a b x n := by
      rw [hsq n]
      exact le_add_of_nonneg_left (sq_nonneg _)
    have c2 : (1 + h ^ 2 * b) ^ n * shadowEnergy h a b x 0 ≤
        (r ^ 2) ^ n * shadowEnergy h a b x 0 :=
      mul_le_mul_of_nonneg_right (pow_le_pow_left₀ hq.le hle n) hpos.le
    rw [mul_pow, Real.sq_sqrt (div_pos hpos hd).le, div_mul_eq_mul_div, le_div_iff₀ hd]
    have c3 : (r ^ n) ^ 2 = (r ^ 2) ^ n := by ring
    rw [c3]
    linarith [hE n]
```

Setting $r=1$ turns the criterion into $q\le1$, that is $h^2b\le0$. Here $h\neq0$ need not be assumed, because at $h=0$ the condition `hosc` would read $4<4$. So a nonzero oscillating trajectory is bounded exactly when $b\le0$.

```lean
/-- When `(2 - h² a)² < 4 (1 + h² b)`, a nonzero trajectory is bounded exactly when
`b ≤ 0`. -/
theorem bounded_iff {h a b : ℝ} {x : ℕ → ℝ} (hx : IsLagged h a b x)
    (hosc : (2 - h ^ 2 * a) ^ 2 < 4 * (1 + h ^ 2 * b)) (h0 : x 0 ≠ 0 ∨ x 1 ≠ 0) :
    (∃ C : ℝ, ∀ n, |x n| ≤ C) ↔ b ≤ 0 := by
  have hh : h ≠ 0 := by
    intro hz
    rw [hz] at hosc
    norm_num at hosc
  have hh2 : 0 < h ^ 2 := by positivity
  have key := boundedByRate_iff hx hosc h0 one_pos
  simp only [BoundedByRate, one_pow, mul_one] at key
  rw [key]
  constructor
  · intro hle
    by_contra hb
    linarith [mul_pos hh2 (not_le.1 hb)]
  · intro hb
    linarith [mul_nonneg hh2.le (neg_nonneg.2 hb)]

end

end LaggedSCF
```

Both conditions matter. A moving free particle, with $a=b=0$ and $h\neq0$, violates `hosc` and is unbounded although $b\le0$. The decaying solution $2^{-n}$ above also violates it, and is bounded although $b>0$. The zero trajectory violates `h0` and is bounded for every $b$.

```lean
#print axioms LaggedSCF.exists_unbounded_trajectory
-- 'LaggedSCF.exists_unbounded_trajectory' depends on axioms: [propext, Classical.choice, Quot.sound]
#print axioms LaggedSCF.bounded_iff
-- 'LaggedSCF.bounded_iff' depends on axioms: [propext, Classical.choice, Quot.sound]
```

## The lagged force in a molecular dynamics loop

In code, the model step is `x_new = 2*x - x_old - h**2*(a*x + b*x_old)`, followed by a shift of the two stored positions. In an *ab initio* run the bracket is replaced by the energy gradient from the electronic-structure routine at the current geometry, divided by the nuclear mass. If that routine starts from the previous density and stops before convergence, the force retains a memory of earlier geometries, often of more than one.

The sign of $b$ depends on how the electrons are treated, and it is an input here. Take the energy $\tfrac12Kx^2+gxc+\tfrac12\kappa c^2$ with $\kappa>0$ and one electronic variable $c$. If $c$ is minimised at the previous position and held fixed while the force is evaluated, then $a=K$ and $b=-g^2/\kappa\le0$. Under the condition `hosc`, the oscillations of that scheme are damped when $g\neq0$ and keep their amplitude when $g=0$. Suppose instead that $c$ starts from that earlier minimum and moves $\omega$ times the way to the new one before the force is evaluated. Then $a=K-\omega g^2/\kappa$ and $b=(\omega-1)g^2/\kappa$. A step that falls short, $0\le\omega<1$, still gives $b\le0$. A step that overshoots, $\omega>1$ with $g\neq0$, gives $b>0$, and the growth theorem applies.
